# Exchange is at most the Hartree energy for a nonnegative interaction on a finite lattice

Consider fermions on a finite set of sites, labelled $i, j, \dots$, with annihilation operators $c_i$. Their one-particle density matrix is $\gamma_{ij} = \langle c_j^\dagger c_i\rangle$, and the density at site $i$ is $\rho_i = \gamma_{ii}$. A pair interaction with real strengths $W_{ij}$ gives two energies,

$$E_H = \tfrac12\sum_{ij} W_{ij}\,\rho_i\rho_j, \qquad X = \tfrac12\sum_{ij} W_{ij}\,|\gamma_{ij}|^2 .$$

The first is the Hartree energy. The second is the exchange term without its minus sign; the exchange energy of the textbooks is $-X$. For a Slater determinant the interaction energy is $E_H - X$, and the question is how much of the Hartree energy exchange can cancel.

The labels may stand for sites of a spinless system or for site and spin together. In the second case two spin states on one site count as distinct labels, so a Hubbard repulsion belongs to the off-diagonal part of $W$. Below, "site" always means such a label, and "on-site" means $i=j$. The matrix $\gamma$ is positive semidefinite: $x^\dagger\gamma x \ge 0$ for every complex vector $x$. No upper limit on its eigenvalues is used, so the Pauli condition $\gamma \le 1$ plays no part. $W$ need not be symmetric.

The claim has three parts:

- If $W_{ij}\ge 0$ for all $i\neq j$, then $X \le E_H$.
- If $\gamma = \varphi\varphi^*$, that is $\gamma_{ij} = \varphi_i\overline{\varphi_j}$, then $X = E_H$ for any $W$.
- If $W_{ij} > 0$ for all $i\ne j$, then $X = E_H$ only when $\gamma$ has this form.

The sign conditions describe repulsion between particles with distinct labels. For one particle in a normalised orbital, the second part says that exchange removes the whole Hartree self-repulsion. This is a constraint against which a model exchange functional can be checked, here for a density-density interaction on a finite lattice.

## The bound for a pair of sites and the case of equality

A positive semidefinite matrix is Hermitian, so $\gamma_{ii}$ is real and $\gamma_{ij}\gamma_{ji} = \gamma_{ij}\overline{\gamma_{ij}} = |\gamma_{ij}|^2$. Take two distinct sites and vectors $x$ that vanish on all others. The condition $x^\dagger\gamma x\ge0$ then says that the $2\times2$ block of $\gamma$ on these sites is positive semidefinite. Its determinant is a product of nonnegative eigenvalues, hence

$$\rho_i\rho_j - |\gamma_{ij}|^2 \ge 0 .$$

For $i=j$ the left side is zero. The on-site terms of $E_H$ and $X$ therefore agree whatever the sign of $W_{ii}$, and

$$E_H - X = \tfrac12\sum_{i\ne j} W_{ij}\left(\rho_i\rho_j - |\gamma_{ij}|^2\right) \ge 0 .$$

If $\gamma=\varphi\varphi^*$, then $\rho_i = |\varphi_i|^2$ and $|\gamma_{ij}|^2 = |\varphi_i|^2|\varphi_j|^2 = \rho_i\rho_j$, so every bracket vanishes.

For the converse, let $E_H = X$ with $W_{ij}>0$ between distinct sites. A sum of nonnegative terms is zero only if each term is zero, so $|\gamma_{ij}|^2=\rho_i\rho_j$ for all pairs. Fix $i$ and $k$, let $e_i$ be the unit vector at site $i$, and set $x = \gamma_{kk}e_i - \gamma_{ki}e_k$. Then

$$(\gamma x)_l = \gamma_{li}\gamma_{kk} - \gamma_{lk}\gamma_{ki}.$$

At $l=i$ this is $\rho_i\rho_k - |\gamma_{ik}|^2 = 0$, and at $l=k$ the two products are the same. Since $x$ vanishes on all other sites, $x^\dagger\gamma x = 0$. Writing $\gamma = B^\dagger B$ gives $\|Bx\|^2=0$, so $Bx=0$ and $\gamma x = 0$. For every site $j$ this means

$$\gamma_{ji}\gamma_{kk} = \gamma_{jk}\gamma_{ki}.$$

If all densities vanish, then $\gamma=0$ and $\varphi=0$ will do. Otherwise choose $k$ with $\rho_k>0$ and put $\varphi_i = \gamma_{ik}/\sqrt{\rho_k}$. The relation, with its indices $j,i$ renamed $i,j$, gives

$$\varphi_i\overline{\varphi_j} = \frac{\gamma_{ik}\gamma_{kj}}{\rho_k} = \gamma_{ij}.$$

The squared norm of $\varphi$ is $\sum_i\rho_i$, the particle number. It equals one for a single particle.

## Two sites in numbers

Take $W_{00}=W_{11}=4$, $W_{01}=W_{10}=1$ and

$$\gamma = \begin{pmatrix} 0.8 & 0.2\,\mathrm i\\ -0.2\,\mathrm i & 0.2\end{pmatrix}.$$

The determinant is $0.16-0.04=0.12$ and the trace is $1$, so both eigenvalues lie strictly between $0$ and $1$. This is not the density matrix of a Slater determinant, so $E_H-X$ need not be an interaction energy here. The energies are

$$E_H = \tfrac12(4\cdot0.64 + 4\cdot0.04 + 2\cdot0.16) = 1.52,$$
$$X = \tfrac12(4\cdot0.64 + 4\cdot0.04 + 2\cdot0.04) = 1.40 .$$

The gap of $0.12$ comes from the intersite terms alone. If the off-diagonal elements are raised to $\pm0.4\,\mathrm i$, the determinant vanishes, $X$ becomes $1.52$, and $\gamma=\varphi\varphi^*$ with the normalised orbital $\varphi = (\sqrt{0.8},\,-\mathrm i\sqrt{0.2})$.

## Density, Hartree energy and exchange as Lean functions

The type `n` holds the site labels.

```lean
import Mathlib

open Matrix
open scoped ComplexOrder

namespace LatticeExchangeBound

noncomputable section

variable {n : Type*}
```

A density matrix is a term of type `Matrix n n ℂ`. The density is defined as a real part, so that it is a real number for any matrix.

```lean
/-- The site density `ρ_i`, the real part of the diagonal element `γ_ii`. -/
def density (γ : Matrix n n ℂ) (i : n) : ℝ := (γ i i).re
```

The Hartree energy takes an arbitrary real function `ρ` on the sites, as befits a functional of the density. The double sum includes $i=j$ and counts each pair in both orders, which the factor one half compensates when `W` is symmetric.

```lean
/-- The Hartree energy `½ ∑ W_ij ρ_i ρ_j` of a density on the lattice. -/
def hartree [Fintype n] (W : n → n → ℝ) (ρ : n → ℝ) : ℝ :=
  (∑ i, ∑ j, W i j * (ρ i * ρ j)) / 2
```

The function `exchange` needs the whole matrix and returns $X$, without the minus sign of the exchange energy.

```lean
/-- The exchange term `½ ∑ W_ij |γ_ij|²` of a one-particle density matrix, without the minus sign of
the exchange energy. -/
def exchange [Fintype n] (W : n → n → ℝ) (γ : Matrix n n ℂ) : ℝ :=
  (∑ i, ∑ j, W i j * ‖γ i j‖ ^ 2) / 2
```

These definitions do not derive $E_H-X$ as the interaction energy of a determinant. That step, which is Wick's theorem for the state in question, links the inequality to a many-electron system and is taken from the physics.

## From Hermiticity to the bound on the sums

The first two lemmas need only a Hermitian matrix. One identifies $\gamma_{ii}$ with the real density, because a number equal to its own conjugate is real.

```lean
/-- The diagonal elements of a Hermitian density matrix are the real site densities. -/
theorem diag_eq_density {γ : Matrix n n ℂ} (hγ : γ.IsHermitian) (i : n) :
    γ i i = (density γ i : ℂ) :=
  (Complex.conj_eq_iff_re.mp (hγ.apply i i)).symm
```

The other rewrites $\gamma_{ji}$ as the conjugate of $\gamma_{ij}$ and multiplies.

```lean
/-- For a Hermitian density matrix, `γ_ij γ_ji = |γ_ij|²`. -/
theorem mul_swap_eq {γ : Matrix n n ℂ} (hγ : γ.IsHermitian) (i j : n) :
    γ i j * γ j i = ((‖γ i j‖ ^ 2 : ℝ) : ℂ) := by
  rw [← hγ.apply j i, Complex.star_def, Complex.mul_conj, Complex.normSq_eq_norm_sq]
```

From here on the set of sites is finite. The hypothesis `γ.PosSemidef` contains both Hermiticity and the nonnegative quadratic form. In `coherence_le`, the word coherence means the element $\gamma_{ij}$. The expression `hγ.submatrix ![i, j]` is the two-site block, whose determinant is nonnegative. That statement is an inequality between complex numbers, which in the order used here means that the imaginary parts agree and the real parts are ordered. After the two Hermitian lemmas have been inserted, its real part is the desired bound. For `i = j` the block has two equal rows and determinant zero, so no separate case is needed.

```lean
variable [Fintype n]

/-- The coherence between two sites of a positive semidefinite density matrix is bounded
by their densities: `|γ_ij|² ≤ ρ_i ρ_j`. -/
theorem coherence_le {γ : Matrix n n ℂ} (hγ : γ.PosSemidef) (i j : n) :
    ‖γ i j‖ ^ 2 ≤ density γ i * density γ j := by
  -- the principal minor of the two sites is nonnegative
  have h := (hγ.submatrix ![i, j]).det_nonneg
  rw [Matrix.det_fin_two] at h
  change 0 ≤ γ i i * γ j j - γ i j * γ j i at h
  rw [mul_swap_eq hγ.isHermitian i j, diag_eq_density hγ.isHermitian i,
    diag_eq_density hγ.isHermitian j, ← Complex.ofReal_mul, ← Complex.ofReal_sub] at h
  have h' := (Complex.le_def.mp h).1
  simp only [Complex.zero_re, Complex.ofReal_re] at h'
  linarith
```

The next lemma multiplies by $W_{ij}$. It splits off the on-site case, where both sides are equal, and this is why `hW` asks for a sign only when `i ≠ j`.

```lean
/-- Each pair of sites contributes at most as much to exchange as to the Hartree energy, if
`γ` is positive semidefinite and `W` is nonnegative between distinct sites. -/
theorem pair_exchange_le (W : n → n → ℝ) {γ : Matrix n n ℂ} (hγ : γ.PosSemidef)
    (hW : ∀ i j, i ≠ j → 0 ≤ W i j) (i j : n) :
    W i j * ‖γ i j‖ ^ 2 ≤ W i j * (density γ i * density γ j) := by
  rcases eq_or_ne i j with rfl | hij
  · -- on-site terms agree, whatever the sign of the coupling
    rw [diag_eq_density hγ.isHermitian i, Complex.norm_real, Real.norm_eq_abs, sq_abs, sq]
  · exact mul_le_mul_of_nonneg_left (coherence_le hγ i j) (hW i j hij)
```

Summing over both indices gives the first part of the claim. The tactic `gcongr` removes the common division by two, and `Finset.sum_le_sum` is applied once for each sum.

```lean
/-- The exchange term `½ ∑ W_ij |γ_ij|²` is at most the Hartree energy, for a positive semidefinite
density matrix and an interaction that is nonnegative between distinct sites. -/
theorem exchange_le_hartree (W : n → n → ℝ) {γ : Matrix n n ℂ} (hγ : γ.PosSemidef)
    (hW : ∀ i j, i ≠ j → 0 ≤ W i j) :
    exchange W γ ≤ hartree W (density γ) := by
  unfold exchange hartree
  gcongr ?_ / 2
  exact Finset.sum_le_sum fun i _ => Finset.sum_le_sum fun j _ =>
    pair_exchange_le W hγ hW i j
```

## Equality and the single orbital

The matrix `vecMulVec φ (star φ)` has elements $\varphi_i\overline{\varphi_j}$. The theorem places no condition on `W` and does not require `φ` to be normalised. Its proof first computes the density as $|\varphi_i|^2$ and then compares the sums term by term.

```lean
/-- For a single orbital, `γ = φ φ*`, exchange equals the Hartree energy, whatever the
interaction. -/
theorem exchange_eq_hartree_of_orbital (W : n → n → ℝ) (φ : n → ℂ) :
    exchange W (vecMulVec φ (star φ)) = hartree W (density (vecMulVec φ (star φ))) := by
  have hρ : ∀ i, density (vecMulVec φ (star φ)) i = ‖φ i‖ ^ 2 := by
    intro i
    change (φ i * (starRingEnd ℂ) (φ i)).re = _
    rw [Complex.mul_conj, Complex.ofReal_re, Complex.normSq_eq_norm_sq]
  unfold exchange hartree
  congr 1
  refine Finset.sum_congr rfl fun i _ => Finset.sum_congr rfl fun j _ => ?_
  rw [hρ, hρ, vecMulVec_apply, Pi.star_apply, norm_mul, norm_star, mul_pow]
```

The converse rests on the relation between columns. In the proof below, `x` is the vector $\gamma_{kk}e_i-\gamma_{ki}e_k$ and `hmv` is the formula for $(\gamma x)_l$. The facts `hyi` and `hyk` are its zeros at sites $i$ and $k$, and `hq` collects them into $x^\dagger\gamma x=0$. The Mathlib lemma `dotProduct_mulVec_zero_iff` then supplies the step that used $\gamma=B^\dagger B$ above.

```lean
/-- If the coherence between sites `i` and `k` of a positive semidefinite density matrix is
maximal, `|γ_ik|² = ρ_i ρ_k`, then columns `i` and `k` satisfy `γ_ji γ_kk = γ_jk γ_ki`. -/
theorem column_relation {γ : Matrix n n ℂ} (hγ : γ.PosSemidef) {i k : n}
    (h : ‖γ i k‖ ^ 2 = density γ i * density γ k) (j : n) :
    γ j i * γ k k = γ j k * γ k i := by
  classical
  obtain ⟨x, hx⟩ : ∃ x : n → ℂ, x = Pi.single i (γ k k) - Pi.single k (γ k i) := ⟨_, rfl⟩
  have hmv : ∀ l, (γ *ᵥ x) l = γ l i * γ k k - γ l k * γ k i := by
    intro l
    simp [hx, Matrix.mulVec_sub, Matrix.mulVec_single]
    ring
  have hyi : (γ *ᵥ x) i = 0 := by
    rw [hmv, mul_swap_eq hγ.isHermitian i k, h, diag_eq_density hγ.isHermitian i,
      diag_eq_density hγ.isHermitian k, Complex.ofReal_mul, sub_self]
  have hyk : (γ *ᵥ x) k = 0 := by
    rw [hmv]
    ring
  -- the quadratic form of `γ` vanishes at `x`, so `γ` annihilates `x`
  have hq : star x ⬝ᵥ (γ *ᵥ x) = 0 := by
    rw [dotProduct]
    refine Finset.sum_eq_zero fun l _ => ?_
    by_cases hi : l = i
    · rw [hi, hyi, mul_zero]
    by_cases hk : l = k
    · rw [hk, hyk, mul_zero]
    have hxl : x l = 0 := by simp [hx, hi, hk]
    rw [Pi.star_apply, hxl, star_zero, zero_mul]
  have h0 := congrFun ((hγ.dotProduct_mulVec_zero_iff x).mp hq) j
  rw [hmv, Pi.zero_apply] at h0
  exact sub_eq_zero.mp h0
```

The characterisation of equality assumes strict positivity between distinct sites. Nonnegativity alone would not give it: on two sites with $W_{01}=W_{10}=0$, the unit matrix has $X=E_H$ but rank two.

In the forward direction, `Finset.sum_eq_sum_iff_of_le` turns equality of two sums with ordered terms into equality of the terms. It is used first for the sum over $i$ and then for the sum over $j$. The result is `hall`, the statement $|\gamma_{ij}|^2=\rho_i\rho_j$ for every pair: for $i\ne j$ the nonzero $W_{ij}$ is cancelled, and for $i=j$ the statement holds because $\gamma_{ii}$ is real. The split on `hz` separates the zero matrix from the case with an occupied site `k`. There the orbital is $\gamma_{ik}/\sqrt{\rho_k}$, and clearing the denominator leaves exactly `column_relation`. The backward direction is the preceding theorem on a single orbital.

```lean
/-- For a positive semidefinite density matrix and an interaction that is strictly positive
between distinct sites, exchange equals the Hartree energy exactly when `γ = φ φ*`. -/
theorem exchange_eq_hartree_iff (W : n → n → ℝ) {γ : Matrix n n ℂ} (hγ : γ.PosSemidef)
    (hW : ∀ i j, i ≠ j → 0 < W i j) :
    exchange W γ = hartree W (density γ) ↔ ∃ φ : n → ℂ, γ = vecMulVec φ (star φ) := by
  constructor
  · intro h
    have hterm := pair_exchange_le W hγ (fun i j hij => (hW i j hij).le)
    have hsum : ∑ i, ∑ j, W i j * ‖γ i j‖ ^ 2
        = ∑ i, ∑ j, W i j * (density γ i * density γ j) := by
      unfold exchange hartree at h
      linarith
    -- equality of the sums forces equality for every pair
    have h1 := (Finset.sum_eq_sum_iff_of_le fun i _ =>
      Finset.sum_le_sum fun j _ => hterm i j).mp hsum
    have hall : ∀ i j, ‖γ i j‖ ^ 2 = density γ i * density γ j := by
      intro i j
      rcases eq_or_ne i j with rfl | hij
      · rw [diag_eq_density hγ.isHermitian i, Complex.norm_real, Real.norm_eq_abs, sq_abs, sq]
      · have h2 := (Finset.sum_eq_sum_iff_of_le fun j _ => hterm i j).mp
          (h1 i (Finset.mem_univ i)) j (Finset.mem_univ j)
        exact mul_left_cancel₀ (hW i j hij).ne' h2
    by_cases hz : ∀ k, density γ k = 0
    · refine ⟨0, ?_⟩
      ext i j
      have h3 := hall i j
      rw [hz i, zero_mul] at h3
      simpa [vecMulVec_apply] using h3
    · -- an occupied site `k` supplies the orbital
      obtain ⟨k, hk⟩ := not_forall.mp hz
      have hk0 : 0 ≤ density γ k := (Complex.le_def.mp (hγ.diag_nonneg (i := k))).1
      have hs : ((√(density γ k) : ℝ) : ℂ) * ((√(density γ k) : ℝ) : ℂ)
          = (density γ k : ℂ) := by
        rw [← Complex.ofReal_mul, Real.mul_self_sqrt hk0]
      have hstar : star ((√(density γ k) : ℝ) : ℂ) = ((√(density γ k) : ℝ) : ℂ) :=
        Complex.conj_ofReal _
      refine ⟨fun i => γ i k / ((√(density γ k) : ℝ) : ℂ), ?_⟩
      ext i j
      change γ i j = γ i k / ((√(density γ k) : ℝ) : ℂ)
        * star (γ j k / ((√(density γ k) : ℝ) : ℂ))
      rw [star_div₀, hγ.isHermitian.apply k j, hstar, div_mul_div_comm, hs,
        eq_div_iff (Complex.ofReal_ne_zero.mpr hk), ← diag_eq_density hγ.isHermitian k]
      exact column_relation hγ (hall j k) i
  · rintro ⟨φ, rfl⟩
    exact exchange_eq_hartree_of_orbital W φ
```

## The gap for two filled sites

When $\gamma$ is the unit matrix on two sites, both densities are one and the off-diagonal elements vanish. For spinless fermions this is the completely filled lattice. Exchange cancels the on-site terms and leaves the intersite ones, so $E_H-X=(W_{01}+W_{10})/2$, which is $W_{01}$ for a symmetric interaction. The identity holds for either sign of `W`, and a negative $W_{01}+W_{10}$ makes exchange exceed the Hartree energy. The proof expands the sums over the two sites and simplifies.

```lean
/-- On two sites with `γ = 1`, the Hartree energy minus exchange is the intersite interaction
`(W_01 + W_10)/2`. -/
theorem two_site_gap (W : Fin 2 → Fin 2 → ℝ) :
    hartree W (density (1 : Matrix (Fin 2) (Fin 2) ℂ)) - exchange W 1
      = (W 0 1 + W 1 0) / 2 := by
  simp [exchange, hartree, density, Fin.sum_univ_two, Matrix.one_apply]
  ring

end

end LatticeExchangeBound
```

```lean
#print axioms LatticeExchangeBound.exchange_le_hartree
#print axioms LatticeExchangeBound.exchange_eq_hartree_iff
#print axioms LatticeExchangeBound.two_site_gap
```

```
'LatticeExchangeBound.exchange_le_hartree' depends on axioms: [propext, Classical.choice, Quot.sound]
'LatticeExchangeBound.exchange_eq_hartree_iff' depends on axioms: [propext, Classical.choice, Quot.sound]
'LatticeExchangeBound.two_site_gap' depends on axioms: [propext, Classical.choice, Quot.sound]
```
